# A single Nosé–Hoover particle in a central force keeps the direction of its angular momentum

Take a free particle with constant friction \(z\), so that \(m x'=p\) and \(p'=-zp\). Then \(p(t)=e^{-zt}p(0)\), and the displacement \(x(t)-x(0)\) is parallel to \(p(0)\). The angular momentum \(L=x\times p\) is therefore \(L(t)=e^{-zt}L(0)\): its length changes, but it never turns.

I believe the same happens with a central force and a fluctuating Nosé–Hoover friction, and that this rules out ergodicity. Can that be proved carefully, with a machine-checked proof in Lean?

## Friction rescales angular momentum but cannot turn it

Yes, given a flow that exists for all times. The equations are

\[
m x'=p,\qquad p'=g(x)\,x-zp,\qquad Qz'=p\cdot x'-3kT.
\]

Here \(m\) is the mass, \(g\) a scalar function of position, and \(kT\) the target thermal energy. The constant \(Q\) is the thermostat's inertia, which sets how quickly the friction responds when twice the kinetic energy, \(p\cdot x'\), differs from \(3kT\).

By the product rule,

\[
L'=x'\times p+x\times p'
=m\,x'\times x'+g(x)\,x\times x-z\,x\times p=-zL.
\]

If \(s'=z\), then

\[
(e^sL)'=e^s(zL-zL)=0,
\]

so \(e^sL\) is constant. Choosing \(s(t)=\int_0^t z(\tau)\,d\tau\) gives

\[
L(t)=\exp\!\left(-\int_0^t z(\tau)\,d\tau\right)L(0).
\]

Since \(x(t)\cdot L(t)=0\) and the exponential is nonzero, \(x(t)\cdot L(0)=0\). For \(L(0)\ne0\), the orbit lies in a fixed plane through the origin.

Number the components 0, 1, 2, as Lean does. The sign of \(L_2=x_0p_1-x_1p_0\) is conserved, so the set \(L_2>0\) is invariant. It is open and contains a point with \(x=(1,0,0)\), \(p=(0,1,0)\), where \(L_2=1\). Exchanging these two vectors gives \(L_2=-1\), so the open set \(L_2<0\) is nonempty too. A measure that is positive on nonempty open sets thus gives positive weight to both signs, whereas ergodicity would require every invariant set or its complement to have measure zero.

```lean
import Mathlib

open Matrix MeasureTheory

namespace NoseHooverCentral

/-- Vectors in three-dimensional space. -/
abbrev Vec := Fin 3 → ℝ

/-- The phase space of position, momentum and thermostat friction `(x, p, z)`. -/
abbrev Phase := Vec × Vec × ℝ

/-- The angular momentum `x × p`. -/
def angularMomentum (x p : Vec) : Vec := crossProduct x p

/-- Motion under a central force `g(x) x` and a friction `z`:
`m x' = p` and `p' = g(x) x - z p`. -/
structure ThermostattedMotion (m : ℝ) (g : Vec → ℝ) (x p : ℝ → Vec) (z : ℝ → ℝ) :
    Prop where
  diff_x : Differentiable ℝ x
  diff_p : Differentiable ℝ p
  velocity : ∀ t, m • deriv x t = p t
  force : ∀ t, deriv p t = g (x t) • x t - z t • p t

/-- The Nosé-Hoover equations for one particle in a central force: the friction obeys
`Q z' = p · x' - 3 kT`, where `p · x'` is twice the kinetic energy. -/
structure NoseHoover (m Q kT : ℝ) (g : Vec → ℝ) (x p : ℝ → Vec) (z : ℝ → ℝ) : Prop
    extends ThermostattedMotion m g x p z where
  diff_z : Differentiable ℝ z
  feedback : ∀ t, Q * deriv z t = p t ⬝ᵥ deriv x t - 3 * kT

variable {m Q kT : ℝ} {g : Vec → ℝ} {x p : ℝ → Vec} {z s : ℝ → ℝ}

/-- In a central force the only torque comes from the friction: `L' = -z L`. -/
theorem hasDerivAt_angularMomentum (h : ThermostattedMotion m g x p z) (t : ℝ) :
    HasDerivAt (fun τ => angularMomentum (x τ) (p τ))
      ((-z t) • angularMomentum (x t) (p t)) t := by
  have hx : ∀ i, HasDerivAt (fun τ => x τ i) (deriv x t i) t :=
    hasDerivAt_pi.1 (h.diff_x t).hasDerivAt
  have hp : ∀ i, HasDerivAt (fun τ => p τ i) (g (x t) * x t i - z t * p t i) t := by
    intro i
    have hi := hasDerivAt_pi.1 (h.diff_p t).hasDerivAt i
    rw [h.force t] at hi
    exact hi
  have hv : ∀ i, p t i = m * deriv x t i := fun i => (congrFun (h.velocity t) i).symm
  -- each component of the cross product: velocity ∥ p and force ∥ x drop out
  have key : ∀ i j, HasDerivAt (fun τ => x τ i * p τ j - x τ j * p τ i)
      (-z t * (x t i * p t j - x t j * p t i)) t := by
    intro i j
    refine (((hx i).fun_mul (hp j)).fun_sub ((hx j).fun_mul (hp i))).congr_deriv ?_
    rw [hv i, hv j]
    ring
  refine hasDerivAt_pi.2 fun i => ?_
  fin_cases i
  · exact key 1 2
  · exact key 2 0
  · exact key 0 1

/-- If `s' = z`, the vector `exp(s) (x × p)` has the same value at any two times. -/
theorem exp_smul_angularMomentum_const (h : ThermostattedMotion m g x p z)
    (hs : ∀ t, HasDerivAt s (z t) t) (t₁ t₂ : ℝ) :
    Real.exp (s t₁) • angularMomentum (x t₁) (p t₁) =
      Real.exp (s t₂) • angularMomentum (x t₂) (p t₂) := by
  have hd : ∀ t, HasDerivAt
      (fun τ => Real.exp (s τ) • angularMomentum (x τ) (p τ)) 0 t := by
    intro t
    -- the growth of exp(s) balances the frictional decay of L
    refine HasDerivAt.congr_deriv
      ((hs t).exp.smul (hasDerivAt_angularMomentum h t)) ?_
    module
  exact is_const_of_deriv_eq_zero (fun t => (hd t).differentiableAt)
    (fun t => (hd t).deriv) t₁ t₂

/-- For continuous friction the angular momentum is its initial value times the positive
factor `exp(-∫ z)`, so its direction never changes. -/
theorem angularMomentum_direction (h : ThermostattedMotion m g x p z)
    (hz : Continuous z) (t : ℝ) :
    angularMomentum (x t) (p t) =
      Real.exp (-∫ τ in (0 : ℝ)..t, z τ) • angularMomentum (x 0) (p 0) := by
  have hs : ∀ t, HasDerivAt (fun u => ∫ τ in (0 : ℝ)..u, z τ) (z t) t :=
    fun t => (hz.integral_hasStrictDerivAt 0 t).hasDerivAt
  have h2 := exp_smul_angularMomentum_const h hs t 0
  simp only [intervalIntegral.integral_same, Real.exp_zero, one_smul] at h2
  rw [← h2, smul_smul, ← Real.exp_add, neg_add_cancel, Real.exp_zero, one_smul]

/-- For continuous friction the position stays orthogonal to the initial angular
momentum. -/
theorem orbit_planar (h : ThermostattedMotion m g x p z) (hz : Continuous z) (t : ℝ) :
    x t ⬝ᵥ angularMomentum (x 0) (p 0) = 0 := by
  have h1 : x t ⬝ᵥ angularMomentum (x t) (p t) = 0 := dot_self_cross _ _
  rw [angularMomentum_direction h hz t, dotProduct_smul, smul_eq_mul] at h1
  exact (mul_eq_zero.1 h1).resolve_left (Real.exp_ne_zero _)

/-- The phase points whose angular momentum has a positive third component. -/
def upward : Set Phase := {y | 0 < angularMomentum y.1 y.2.1 2}

/-- Ergodicity fails for a global Nosé-Hoover flow in a central force: the set `upward` is
invariant at all times, and it and its complement both have positive measure, for any
measure that is positive on nonempty open sets. -/
theorem ergodicity_fails (Φ : ℝ → Phase → Phase) (h0 : ∀ y, Φ 0 y = y)
    (hΦ : ∀ y, NoseHoover m Q kT g (fun t => (Φ t y).1) (fun t => (Φ t y).2.1)
      (fun t => (Φ t y).2.2))
    (μ : Measure Phase) [μ.IsOpenPosMeasure] :
    MeasurableSet upward ∧ (∀ t, Φ t ⁻¹' upward = upward) ∧
      0 < μ upward ∧ 0 < μ upwardᶜ := by
  have hc : Continuous fun y : Phase => angularMomentum y.1 y.2.1 2 := by
    change Continuous fun y : Phase => y.1 0 * y.2.1 1 - y.1 1 * y.2.1 0
    fun_prop
  have ho : IsOpen upward := isOpen_lt continuous_const hc
  have hn : IsOpen {y : Phase | angularMomentum y.1 y.2.1 2 < 0} :=
    isOpen_lt hc continuous_const
  refine ⟨ho.measurableSet, fun t => ?_, ?_, ?_⟩
  · -- the sign of the third component is conserved
    ext y
    have h := angularMomentum_direction (hΦ y).toThermostattedMotion
      (hΦ y).diff_z.continuous t
    simp only [h0] at h
    change 0 < angularMomentum (Φ t y).1 (Φ t y).2.1 2 ↔ 0 < angularMomentum y.1 y.2.1 2
    rw [h, Pi.smul_apply, smul_eq_mul]
    exact mul_pos_iff_of_pos_left (Real.exp_pos _)
  · exact ho.measure_pos μ ⟨(![1, 0, 0], ![0, 1, 0], 0), by
      simp [upward, angularMomentum, cross_apply]⟩
  · -- the complement contains the open set of opposite sign
    exact (hn.measure_pos μ ⟨(![0, 1, 0], ![1, 0, 0], 0), by
      simp [angularMomentum, cross_apply]⟩).trans_le
      (measure_mono fun y (hy : angularMomentum y.1 y.2.1 2 < 0) => not_lt_of_ge hy.le)

/-- The uniform circular orbit of unit radius in the force `-x`, with unit mass, `kT = 1/3`
and zero friction, solves the Nosé-Hoover equations. -/
theorem circular_orbit_witness (Q : ℝ) :
    NoseHoover 1 Q (1 / 3) (fun _ => -1) (fun t => ![Real.cos t, Real.sin t, 0])
      (fun t => ![-Real.sin t, Real.cos t, 0]) (fun _ => 0) := by
  have hx : ∀ t, HasDerivAt (fun t => (![Real.cos t, Real.sin t, 0] : Vec))
      ![-Real.sin t, Real.cos t, 0] t := by
    refine fun t => hasDerivAt_pi.2 fun i => ?_
    fin_cases i
    · exact Real.hasDerivAt_cos t
    · exact Real.hasDerivAt_sin t
    · exact hasDerivAt_const t (0 : ℝ)
  have hp : ∀ t, HasDerivAt (fun t => (![-Real.sin t, Real.cos t, 0] : Vec))
      ![-Real.cos t, -Real.sin t, 0] t := by
    refine fun t => hasDerivAt_pi.2 fun i => ?_
    fin_cases i
    · exact (Real.hasDerivAt_sin t).fun_neg
    · exact Real.hasDerivAt_cos t
    · exact hasDerivAt_const t (0 : ℝ)
  refine ⟨⟨fun t => (hx t).differentiableAt, fun t => (hp t).differentiableAt,
    fun t => ?_, fun t => ?_⟩, differentiable_const _, fun t => ?_⟩
  · rw [(hx t).deriv, one_smul]
  · rw [(hp t).deriv]
    ext i
    fin_cases i <;> simp
  · -- twice the kinetic energy is sin² + cos² = 3 kT
    rw [(hx t).deriv]
    simp only [deriv_const, mul_zero, dotProduct, Fin.sum_univ_three]
    change (0 : ℝ) = (-Real.sin t * -Real.sin t + Real.cos t * Real.cos t + 0 * 0)
      - 3 * (1 / 3)
    linear_combination -(Real.sin_sq_add_cos_sq t)

end NoseHooverCentral
```

```lean
#print axioms NoseHooverCentral.angularMomentum_direction
#print axioms NoseHooverCentral.orbit_planar
#print axioms NoseHooverCentral.ergodicity_fails
```

```
'NoseHooverCentral.angularMomentum_direction' depends on axioms: [propext, Classical.choice, Quot.sound]
'NoseHooverCentral.orbit_planar' depends on axioms: [propext, Classical.choice, Quot.sound]
'NoseHooverCentral.ergodicity_fails' depends on axioms: [propext, Classical.choice, Quot.sound]
```

## The flow and the measure in the Lean statement

`Vec` is \(\mathbb R^3\), and a point of `Phase` is \((x,p,z)\). `ThermostattedMotion` contains the mechanical equations with arbitrary friction; `NoseHoover` adds differentiability of \(z\) and the feedback law. The function `g` may depend on the whole position vector and needs no potential.

`exp_smul_angularMomentum_const` says that \(e^sL\) agrees at any two times. `angularMomentum_direction` and `orbit_planar` give the explicit factor and the orthogonality for continuous friction.

In `ergodicity_fails`, `Φ t y` is the state at time \(t\) started from \(y\). The theorem assumes that `Φ 0` is the identity and that every phase point has a solution for all real times; it does not derive this existence from conditions on \(g\). An attractive inverse-square force fails the assumption, because a particle moving straight at the centre can reach it in finite time with diverging momentum. Its conclusion is that `upward`, the set \(L_2>0\), is measurable and equal to its preimage at every time, and that it and its complement have positive measure. The measure `μ` need not be finite or preserved by the flow, but it must charge every nonempty open set, as a measure with strictly positive density does.

For simulation practice, this means that an exact trajectory of this one-particle model cannot sample both signs of \(L_2\), however long it runs. A Nosé–Hoover chain does not cure this if its first thermostat acts on the whole momentum through a single friction \(z\): the chain changes only the equation for \(z\), and `angularMomentum_direction` holds for any continuous friction. Discretised integrators and interacting particles are outside these theorems.

## From the product rule to the invariant set

`hasDerivAt_angularMomentum` proves \(L'=-zL\) by components. Its local result `key` differentiates \(x_ip_j-x_jp_i\), substitutes \(p=mx'\), and lets `ring` cancel the velocity and central-force terms. The next theorem differentiates \(e^sL\); `module` cancels the two remaining terms, and a zero derivative gives constancy.

For `angularMomentum_direction`, the fundamental theorem of calculus supplies \(s\) as the integral of \(z\). `orbit_planar` combines the resulting formula with `dot_self_cross`, the identity \(x\cdot(x\times p)=0\).

`ergodicity_fails` gets openness from the continuity of \(L_2\) and invariance from the positive exponential factor. The two explicit phase points then give the positive measures.

Finally, `circular_orbit_witness` verifies one solution with nonzero angular momentum: the unit circle in the force \(-x\), with \(m=1\), \(kT=1/3\) and \(z=0\). Twice its kinetic energy is \(\sin^2t+\cos^2t=1=3kT\), so the friction stays at zero.
